# Transverse stiffness ‖h‖/‖x‖ at a critical point aligned with the field

The Hessian is modelled here as the derivative of the gradient: a linear map that takes a displacement w of the order parameter x to the resulting first-order change in the gradient. A stiffness is then an eigenvalue of this map, with no choice of coordinates. The energy is

f(x) = g(‖x‖²) − ⟨h, x⟩,

where g is twice continuously differentiable and gives the rotation-invariant part, and h is the field that breaks the symmetry. If x is a critical point with ⟨h, x⟩ > 0, then h is parallel to x, and every w orthogonal to x satisfies

Hess f(x) w = (‖h‖/‖x‖) w.

Another model would take the second derivative as a bilinear form. The conclusion would then read D²f(x)[w, u] = (‖h‖/‖x‖)⟨w, u⟩ for all u, and the space would not need to be complete. Mathlib defines the gradient on complete spaces, where every continuous linear functional is the inner product with some vector.

In Lean 4 with Mathlib:

```lean
import Mathlib

open scoped InnerProductSpace

namespace PseudoGoldstone

noncomputable section

variable {E : Type*} [NormedAddCommGroup E] [InnerProductSpace ℝ E]
```

The order parameter lives in a real inner product space `E`, with completeness added later; ℝⁿ is included. `inner ℝ h x` is ⟨h, x⟩, and `c • x` is the vector x multiplied by the number c.

```lean
/-- Energy of an order parameter `x`: a rotation-invariant part `g (‖x‖²)` and a linear
coupling to an external field `h`. -/
def energy (g : ℝ → ℝ) (h : E) (x : E) : ℝ := g (‖x‖ ^ 2) - inner ℝ h x

/-- The Hessian of `f` at `x`, as the linear map that differentiates the gradient. -/
def hessian [CompleteSpace E] (f : E → ℝ) (x : E) : E →L[ℝ] E :=
  fderiv ℝ (gradient f) x

/-- The profile `(lam / 4) (s - v²)²`, as a function of `s = ‖x‖²`. -/
def quartic (lam v : ℝ) (s : ℝ) : ℝ := lam / 4 * (s - v ^ 2) ^ 2
```

The last definition is the profile (λ/4)(s − v²)², quartic in ‖x‖ for λ ≠ 0, with λ written `lam`, which serves as an example at the end.

Rotation invariance of the part without the field is built into `energy`. Without it the result changes: in ℝ², adding (a/2)x₂² with a > 0 to f, when h and x both point along the first axis, raises the transverse stiffness to ‖h‖/‖x‖ + a.

## Positive overlap with the field

The condition ⟨h, x⟩ > 0 says that the order parameter points with the field and not against it. By hand it is used once a relation h = c x is known, which criticality will supply. Taking the inner product with x gives

0 < ⟨h, x⟩ = c‖x‖².

So x ≠ 0 and c > 0. Taking norms gives ‖h‖ = c‖x‖, hence c = ‖h‖/‖x‖.

```lean
/-- If the field is `c` times the order parameter and has positive overlap with it, then `c`
is the ratio of their lengths. -/
theorem ratio_of_aligned {h x : E} {c : ℝ} (hc : h = c • x) (hpos : 0 < inner ℝ h x) :
    c = ‖h‖ / ‖x‖ := by
  have hx : 0 < ‖x‖ := by
    apply norm_pos_iff.mpr
    intro h0
    rw [h0, inner_zero_right] at hpos
    exact lt_irrefl _ hpos
  rw [hc, real_inner_smul_left, real_inner_self_eq_norm_sq] at hpos
  have hc0 : 0 < c := by
    by_contra hn
    exact absurd hpos (not_lt_of_ge
      (mul_nonpos_of_nonpos_of_nonneg (not_lt.mp hn) (sq_nonneg _)))
  rw [hc, norm_smul, Real.norm_of_nonneg hc0.le, mul_div_cancel_right₀ _ hx.ne']
```

The proof follows the same order. It excludes x = 0, since the overlap would vanish, then excludes c ≤ 0, and finally takes norms and cancels ‖x‖.

If the overlap is zero at a critical point, the formula can fail. With g(s) = s and h = 0, the point x = 0 is critical and the Hessian is multiplication by 2, while ‖h‖/‖x‖ has no meaning. The case of negative overlap is treated below.

## A differentiable profile

Differentiability of g ensures that the energy has a well-defined force, minus its gradient, at every x. From

‖x + u‖² = ‖x‖² + 2⟨x, u⟩ + ‖u‖²

the derivative of ‖x‖² in the direction u is 2⟨x, u⟩. The chain rule gives

Df(x)u = 2g′(‖x‖²)⟨x, u⟩ − ⟨h, u⟩ = ⟨2g′(‖x‖²)x − h, u⟩,

and the gradient is the vector on the left of the last inner product:

grad f(x) = 2g′(‖x‖²)x − h.

```lean
variable [CompleteSpace E]

/-- The gradient of the energy is `2 g'(‖x‖²) x - h`. -/
theorem hasGradientAt_energy {g : ℝ → ℝ} (hg : Differentiable ℝ g) (h x : E) :
    HasGradientAt (energy g h) ((2 * deriv g (‖x‖ ^ 2)) • x - h) x := by
  have h1 := (hasStrictFDerivAt_norm_sq x).hasFDerivAt
  have h2 := (hg (‖x‖ ^ 2)).hasDerivAt.comp_hasFDerivAt x h1
  have h3 : HasFDerivAt (fun y : E => inner ℝ h y) (innerSL ℝ h) x :=
    (innerSL ℝ h).hasFDerivAt
  have h4 : HasFDerivAt (energy g h) _ x := h2.sub h3
  rw [hasGradientAt_iff_hasFDerivAt]
  refine h4.congr_fderiv ?_
  ext w
  simp
  ring
```

In the proof `h1` is the derivative of the squared norm, `h2` the chain rule and `h3` the derivative of the field term. The closing lines compare the two functionals on an arbitrary direction w.

Without differentiability there may be no force to balance: for g(s) = |s − 1| the energy has a kink at every x with ‖x‖ = 1.

## A vanishing gradient

Criticality is mechanical equilibrium: the internal force balances the field. Setting the gradient to zero gives

h = 2g′(‖x‖²)x,

which is the relation h = c x with c = 2g′(‖x‖²).

```lean
/-- The order parameter is a critical point of the energy exactly when
`h = 2 g'(‖x‖²) x`. -/
theorem critical_iff {g : ℝ → ℝ} (hg : Differentiable ℝ g) (h x : E) :
    gradient (energy g h) x = 0 ↔ h = (2 * deriv g (‖x‖ ^ 2)) • x := by
  rw [(hasGradientAt_energy hg h x).gradient, sub_eq_zero, eq_comm]
```

The equivalence is the gradient formula with one term moved across.

Away from equilibrium both conclusions can fail. In ℝ² take g(s) = s/2, x = (1, 0) and h = (1, 1). The overlap is 1, but h is not parallel to x. The Hessian is the identity, whereas ‖h‖/‖x‖ = √2.

## A second derivative of g

For the stiffness, g is assumed to be twice continuously differentiable, written `ContDiff ℝ 2 g`; the proof uses only that g and g′ are differentiable. The assumption covers the whole real line, which excludes g(s) = √s, for instance. Differentiating the gradient along w by the product and chain rules gives

Hess f(x) w = 2g′(‖x‖²)w + 4g″(‖x‖²)⟨x, w⟩x.

The first term comes from varying the vector x, the second from varying its length inside g′. The constant h contributes nothing.

```lean
/-- The Hessian of the energy sends `w` to `2 g'(‖x‖²) w + 4 g''(‖x‖²) ⟨x, w⟩ x`. -/
theorem hessian_energy {g : ℝ → ℝ} (hg : ContDiff ℝ 2 g) (h x w : E) :
    hessian (energy g h) x w = (2 * deriv g (‖x‖ ^ 2)) • w
      + (4 * deriv (deriv g) (‖x‖ ^ 2) * inner ℝ x w) • x := by
  have hd : Differentiable ℝ g := hg.differentiable (by norm_num)
  have hdd : Differentiable ℝ (deriv g) := hg.differentiable_deriv_two
  have hgrad : gradient (energy g h)
      = fun y : E => (2 * deriv g (‖y‖ ^ 2)) • y - h :=
    funext fun y => (hasGradientAt_energy hd h y).gradient
  -- differentiate the gradient field by the chain and product rules
  have h1 := (hasStrictFDerivAt_norm_sq x).hasFDerivAt
  have hchain := (hdd (‖x‖ ^ 2)).hasDerivAt.comp_hasFDerivAt x h1
  have h2 : HasFDerivAt (fun y : E => deriv g (‖y‖ ^ 2)) _ x := hchain
  have hprod := ((h2.const_mul 2).smul (hasFDerivAt_id x)).sub_const h
  have h3 : HasFDerivAt (fun y : E => (2 * deriv g (‖y‖ ^ 2)) • y - h) _ x := hprod
  rw [hessian, hgrad, h3.fderiv]
  simp
  module
```

The proof first establishes the gradient formula at every point (`hgrad`), since a derivative at x depends on nearby values. Then `hchain` differentiates g′(‖y‖²), `hprod` applies the product rule, and `module` collects the coefficients.

If g′ has a kink, the Hessian may not exist. Take g(s) = s + (s − 1)|s − 1|/2, so that g′(s) = 1 + |s − 1|, with ‖x‖ = 1 and h = 2x. This point is critical, but the gradient is not differentiable there. Mathlib's `fderiv` then returns zero, while the theorem's formula would give 2w.

## Orthogonality to the order parameter

The condition ⟨x, w⟩ = 0 selects displacements that rotate x to first order without changing its length. For these the g″ term vanishes, and

Hess f(x) w = 2g′(‖x‖²)w = (‖h‖/‖x‖)w.

```lean
/-- At a critical point with positive overlap with the field, the field is parallel to the order
parameter, and every transverse direction is an eigendirection of the Hessian with stiffness `‖h‖ /
‖x‖`. -/
theorem pseudo_goldstone_mass {g : ℝ → ℝ} (hg : ContDiff ℝ 2 g) {h x : E}
    (hcrit : gradient (energy g h) x = 0) (hpos : 0 < inner ℝ h x) :
    h = (‖h‖ / ‖x‖) • x ∧
      ∀ w : E, inner ℝ x w = 0 → hessian (energy g h) x w = (‖h‖ / ‖x‖) • w := by
  have hc := (critical_iff (hg.differentiable (by norm_num)) h x).mp hcrit
  have hr := ratio_of_aligned hc hpos
  refine ⟨?_, fun w hw => ?_⟩
  · rw [← hr]
    exact hc
  · -- the curvature term `g''` drops out in transverse directions
    rw [hessian_energy hg, hw, hr, mul_zero, zero_smul, add_zero]
```

The proof takes h = c x from `critical_iff` and the value of c from `ratio_of_aligned`, then substitutes both into `hessian_energy`. In one dimension only w = 0 is transverse, so the stiffness statement has content from dimension two on.

Without orthogonality the curvature of g returns. For w = x the eigenvalue is ‖h‖/‖x‖ + 4g″(‖x‖²)‖x‖², and it is the same for the unit vector x/‖x‖.

```lean
/-- At a critical point with positive overlap with the field, the order parameter itself is
mapped by the Hessian to `‖h‖ / ‖x‖ + 4 g''(‖x‖²) ‖x‖²` times itself. -/
theorem longitudinal_mass {g : ℝ → ℝ} (hg : ContDiff ℝ 2 g) {h x : E}
    (hcrit : gradient (energy g h) x = 0) (hpos : 0 < inner ℝ h x) :
    hessian (energy g h) x x
      = (‖h‖ / ‖x‖ + 4 * deriv (deriv g) (‖x‖ ^ 2) * ‖x‖ ^ 2) • x := by
  have hc := (critical_iff (hg.differentiable (by norm_num)) h x).mp hcrit
  rw [hessian_energy hg, ratio_of_aligned hc hpos, real_inner_self_eq_norm_sq, add_smul]
```

This follows from the Hessian formula with ⟨x, x⟩ = ‖x‖². The longitudinal value can be negative if g″ is, so the hypotheses do not make x a minimum.

The "mass" in the theorem names is a static stiffness; a frequency or a particle mass would also require a kinetic term. Goldstone's theorem concerns gapless excitations of a many-body system or a quantum field, whereas this is a statement about the energy of a single vector, without fluctuations or spatial variation. In a simulation that minimises a mean-field energy of exactly this form, the ratio ‖h‖/‖x‖ provides a check on the transverse eigenvalues of a computed Hessian.

## An order parameter against the field

When positive overlap is replaced by negative overlap, the transverse stiffness changes sign. A small example is g(s) = −s/2 with h = −x and x ≠ 0: the point is critical and the Hessian is minus the identity.

```lean
/-- At a critical point with negative overlap with the field, every transverse direction has
the negative stiffness `-‖h‖ / ‖x‖`. -/
theorem opposed_transverse_mass {g : ℝ → ℝ} (hg : ContDiff ℝ 2 g) {h x : E}
    (hcrit : gradient (energy g h) x = 0) (hneg : inner ℝ h x < 0)
    {w : E} (hw : inner ℝ x w = 0) :
    hessian (energy g h) x w = (-(‖h‖ / ‖x‖)) • w := by
  have hc := (critical_iff (hg.differentiable (by norm_num)) h x).mp hcrit
  -- reverse the field and use the aligned case
  have hc' : -h = (-(2 * deriv g (‖x‖ ^ 2))) • x := by
    rw [neg_smul, ← hc]
  have hr := ratio_of_aligned hc' (by rw [inner_neg_left]; linarith)
  rw [norm_neg] at hr
  rw [hessian_energy hg, hw, ← hr, neg_neg, mul_zero, zero_smul, add_zero]
```

The proof reverses the field. Since −h = −2g′(‖x‖²)x has positive overlap with x, the earlier lemma gives −2g′(‖x‖²) = ‖h‖/‖x‖. In dimension two or more such a point is unstable against rotation towards the field.

## An order parameter stretched beyond its zero-field length

For the quartic profile, g′(s) = (λ/2)(s − v²). Let e be a unit vector and x = r e. Equilibrium then requires

h = 2g′(r²)x = λ(r² − v²)r e,

and the transverse stiffness is 2g′(r²) = λ(r² − v²).

The conditions λ > 0, v ≥ 0 and r > v describe a positive coupling and an order parameter stretched beyond the zero-field length v. They give r > 0 and r² > v², hence

⟨h, x⟩ = λ(r² − v²)r² > 0.

```lean
/-- For the quartic energy with `lam > 0` and `0 ≤ v < r`, and a unit vector `e`, the field `lam (r²
- v²) r e` has the critical point `r e`, which has positive overlap with the field and transverse
stiffness `lam (r² - v²)`. -/
theorem quartic_witness {lam v r : ℝ} (hlam : 0 < lam) (hv : 0 ≤ v) (hr : v < r)
    {e : E} (he : ‖e‖ = 1) :
    gradient (energy (quartic lam v) ((lam * (r ^ 2 - v ^ 2) * r) • e)) (r • e) = 0 ∧
    0 < inner ℝ ((lam * (r ^ 2 - v ^ 2) * r) • e) (r • e) ∧
    ∀ w : E, inner ℝ e w = 0 →
      hessian (energy (quartic lam v) ((lam * (r ^ 2 - v ^ 2) * r) • e)) (r • e) w
        = (lam * (r ^ 2 - v ^ 2)) • w := by
  have hg : ContDiff ℝ 2 (quartic lam v) := by
    unfold quartic
    fun_prop
  have hder : deriv (quartic lam v) (r ^ 2) = lam / 2 * (r ^ 2 - v ^ 2) := by
    have h1 := (((hasDerivAt_id' (r ^ 2)).sub_const (v ^ 2)).fun_pow 2).const_mul (lam / 4)
    have h2 : HasDerivAt (quartic lam v) (lam / 2 * (r ^ 2 - v ^ 2)) (r ^ 2) :=
      h1.congr_deriv (by norm_num; ring)
    exact h2.deriv
  have hnorm : ‖r • e‖ ^ 2 = r ^ 2 := by
    rw [norm_smul, he, mul_one, Real.norm_eq_abs, sq_abs]
  have hr0 : 0 < r := lt_of_le_of_lt hv hr
  have hgap : 0 < r ^ 2 - v ^ 2 := by nlinarith
  refine ⟨?_, ?_, fun w hw => ?_⟩
  · rw [critical_iff (hg.differentiable (by norm_num)), hnorm, hder, smul_smul]
    congr 1
    ring
  · rw [real_inner_smul_left, real_inner_smul_right, real_inner_self_eq_norm_sq, he]
    positivity
  · rw [hessian_energy hg, hnorm, hder, real_inner_smul_left, hw, mul_zero, mul_zero,
      zero_smul, add_zero]
    congr 1
    ring

end

end PseudoGoldstone
```

The proof computes g′(r²) in `hder` and ‖r e‖² = r² in `hnorm`, then checks equilibrium, overlap and stiffness in turn. The example shows that the assumptions of `pseudo_goldstone_mass` can be met whenever `E` contains a unit vector.

The three inequalities are used only for the overlap. With λ > 0 and 0 < r < v, the point r e is still critical in the corresponding field, but that field opposes it and the transverse stiffness is negative. For v > 0, letting r decrease to v sends both the field and the stiffness to zero, which is the Goldstone limit of this model.

```lean
#print axioms PseudoGoldstone.pseudo_goldstone_mass
#print axioms PseudoGoldstone.longitudinal_mass
#print axioms PseudoGoldstone.opposed_transverse_mass
```

```
'PseudoGoldstone.pseudo_goldstone_mass' depends on axioms: [propext, Classical.choice, Quot.sound]
'PseudoGoldstone.longitudinal_mass' depends on axioms: [propext, Classical.choice, Quot.sound]
'PseudoGoldstone.opposed_transverse_mass' depends on axioms: [propext, Classical.choice, Quot.sound]
```
